# Without spin-orbit coupling, the two J = 0 levels of the model lie at −5F and 10F for F > 0

The model has two J = 0 levels, given by closed formulas in real parameters `F` and `z`: (5F − z − g)/2 and (5F − z + g)/2, where g = √((3z + 5F)² + 200F²). The theorem `levels_at_zero` sets z = 0, which means no spin-orbit coupling, and states that for F > 0 the lower level is −5F and the upper is 10F. The formulas are taken as definitions, so no Hamiltonian is diagonalised here. The plan of the proof is to show first that the root g, called `gap` in the file, equals 15F at z = 0, by comparing the squares of two nonnegative numbers, and then to put this value into both formulas.

As first written in Lean, the proof fails:

```lean
import Mathlib

open Matrix Filter Topology

namespace LevelsAtZero

noncomputable section

/-- The square root that appears in the solution of the secular equation. -/
def gap (F z : ℝ) : ℝ := √((3 * z + 5 * F) ^ 2 + 200 * F ^ 2)

/-- The lower J = 0 level. -/
def lower (F z : ℝ) : ℝ := (5 * F - z - gap F z) / 2

/-- The upper J = 0 level. -/
def upper (F z : ℝ) : ℝ := (5 * F - z + gap F z) / 2

/-- The square of the root is a sum of two squares. -/
theorem gap_sq (F z : ℝ) : gap F z ^ 2 = (3 * z + 5 * F) ^ 2 + 200 * F ^ 2 :=
  Real.sq_sqrt (by positivity)

/-- Without spin-orbit coupling and for `F > 0` the levels are `-5F` and `10F`. -/
theorem levels_at_zero {F : ℝ} (hF : 0 < F) :
    lower F 0 = -5 * F ∧ upper F 0 = 10 * F := by
  have hg : gap F 0 = 15 * F := by
    refine (sq_eq_sq₀ (Real.sqrt_nonneg _) (by positivity)).mp ?_
    rw [gap_sq]
    ring
  unfold lower upper
  rw [hg]
  constructor <;> ring

end

end LevelsAtZero
```

The compiler's answer:

```
Main.lean:27:8: error: Tactic `rewrite` failed: Did not find an occurrence of the pattern
  gap ?F ?z ^ 2
in the target expression
  √((3 * 0 + 5 * F) ^ 2 + 200 * F ^ 2) ^ 2 = (15 * F) ^ 2

F : ℝ
hF : 0 < F
⊢ √((3 * 0 + 5 * F) ^ 2 + 200 * F ^ 2) ^ 2 = (15 * F) ^ 2
```

Cause. The message says that `rw [gap_sq]` looked for a square of the form `gap ?F ?z ^ 2` and found none, because the goal showed the square root written out.

The `refine` line brought this about. `Real.sqrt_nonneg _` proves a statement of the form `0 ≤ √_`, so `sq_eq_sq₀` took its left-hand number to be a square root, not `gap F 0`. To match this with the equation to be proved, Lean unfolded `gap`, and the new goal kept the unfolded form. The two forms are equal by definition, but `rw` searches for the pattern as written and does not unfold an ordinary definition such as `gap` to find it.

The repair first states `h0 : 0 ≤ gap F 0`. Lean accepts the same proof for it, unfolding `gap` only to check it. With `h0` as its argument, `sq_eq_sq₀` speaks of `gap F 0`, the new goal contains `gap F 0 ^ 2`, and the rewrite succeeds.

After these edits no error is left:

```diff
@@ -24,5 +24,6 @@
     lower F 0 = -5 * F ∧ upper F 0 = 10 * F := by
   have hg : gap F 0 = 15 * F := by
-    refine (sq_eq_sq₀ (Real.sqrt_nonneg _) (by positivity)).mp ?_
+    have h0 : 0 ≤ gap F 0 := Real.sqrt_nonneg _
+    refine (sq_eq_sq₀ h0 (by positivity)).mp ?_
     rw [gap_sq]
     ring
```
